# With position fluctuations in each cell, the single-point overlap of independent cells vanishes in large three-dimensional supercells

In a periodic supercell of length \(L\), the electronic polarization can be read, modulo a quantum, from the phase of \(\langle e^{2\pi i X/L}\rangle\), where \(X\) is the total electron position along one axis, and this raises the question of whether the modulus of that number survives as the supercell grows. Take lengths in units of the lattice constant and \(L^d\) identical, independent cells in \(d\) dimensions, each with one electron. Its position along that axis, measured from the cell origin, has a distribution that does not change with \(L\), with variance \(v>0\). As \(L\) grows, the modulus tends to \(1\) in one dimension, to \(e^{-2\pi^2 v}\) in two, and to \(0\) in three or more.

In Lean 4 with Mathlib:

```lean
import Mathlib

open Filter Topology
open scoped Real

namespace SinglePointPolarization

noncomputable section

variable {ι : Type*} [Fintype ι]

/-- Mean position of the weights `p j` at positions `x j`. -/
def mean (p x : ι → ℝ) : ℝ := ∑ j, p j * x j

/-- Variance of the position in one cell. -/
def variance (p x : ι → ℝ) : ℝ := ∑ j, p j * (x j - mean p x) ^ 2

/-- The one-cell overlap `z(L) = ∑ p_j exp(2πi x_j / L)`, for supercell length `L ≠ 0`. -/
def cellOverlap (p x : ι → ℝ) (L : ℕ) : ℂ :=
  ∑ j, (p j : ℂ) * Complex.exp (((2 * π * x j / L : ℝ) : ℂ) * Complex.I)

/-- The many-body overlap `⟨exp(2πi X / L)⟩` of `L^d` independent cells, for `L ≠ 0`: a sum over
all configurations `c`, where `X` adds up the cell origins `a R` and the positions in the cells. -/
def manyBodyOverlap (p x : ι → ℝ) (d L : ℕ) (a : (Fin d → Fin L) → ℝ) : ℂ :=
  ∑ c : (Fin d → Fin L) → ι, (∏ R, (p (c R) : ℂ)) *
    Complex.exp (((2 * π * (∑ R, (a R + x (c R))) / L : ℝ) : ℂ) * Complex.I)

/-- The modulus of the many-body overlap is the modulus of the one-cell overlap to the power
`L^d`, wherever the cell origins lie. -/
theorem norm_manyBodyOverlap (p x : ι → ℝ) (d L : ℕ) (a : (Fin d → Fin L) → ℝ) :
    ‖manyBodyOverlap p x d L a‖ = ‖cellOverlap p x L‖ ^ (L ^ d) := by
  have h : manyBodyOverlap p x d L a = ∏ R : Fin d → Fin L,
      (Complex.exp (((2 * π * a R / L : ℝ) : ℂ) * Complex.I) * cellOverlap p x L) := by
    simp only [cellOverlap, Finset.mul_sum]
    rw [Finset.prod_univ_sum, Fintype.piFinset_univ]
    unfold manyBodyOverlap
    refine Finset.sum_congr rfl fun c _ => ?_
    -- the phase of the total position is a product of phases
    have e : ((2 * π * (∑ R, (a R + x (c R))) / L : ℝ) : ℂ) * Complex.I
        = ∑ R, (((2 * π * a R / L : ℝ) : ℂ) * Complex.I
          + ((2 * π * x (c R) / L : ℝ) : ℂ) * Complex.I) := by
      rw [Finset.mul_sum, Finset.sum_div, Complex.ofReal_sum, Finset.sum_mul]
      refine Finset.sum_congr rfl fun R _ => ?_
      push_cast
      ring
    rw [e, Complex.exp_sum, ← Finset.prod_mul_distrib]
    refine Finset.prod_congr rfl fun R _ => ?_
    rw [Complex.exp_add]
    ring
  rw [h, norm_prod]
  simp only [norm_mul, Complex.norm_exp_ofReal_mul_I, one_mul, Finset.prod_const,
    Finset.card_univ, Fintype.card_pi, Fintype.card_fin]

/-- For weights of sum one, the mean squared distance of two independent copies is twice the
variance. -/
theorem sum_pair_sq (p x : ι → ℝ) (hp : ∑ j, p j = 1) :
    ∑ j, ∑ k, p j * p k * (x j - x k) ^ 2 = 2 * variance p x := by
  have hm : ∑ j, p j * x j = mean p x := rfl
  have hv : variance p x = ∑ j, p j * x j ^ 2 - mean p x ^ 2 := by
    calc variance p x = ∑ j, (p j * x j ^ 2 - (2 * mean p x) * (p j * x j)
          + mean p x ^ 2 * p j) := Finset.sum_congr rfl fun j _ => by ring
      _ = _ := by
        rw [Finset.sum_add_distrib, Finset.sum_sub_distrib, ← Finset.mul_sum,
          ← Finset.mul_sum, hp, hm]
        ring
  have hin : ∀ j, ∑ k, p j * p k * (x j - x k) ^ 2 = p j * x j ^ 2
      - (2 * mean p x) * (p j * x j) + (∑ k, p k * x k ^ 2) * p j := by
    intro j
    calc _ = ∑ k, ((p j * x j ^ 2) * p k - (2 * p j * x j) * (p k * x k)
          + p j * (p k * x k ^ 2)) := Finset.sum_congr rfl fun k _ => by ring
      _ = _ := by
        rw [Finset.sum_add_distrib, Finset.sum_sub_distrib, ← Finset.mul_sum,
          ← Finset.mul_sum, ← Finset.mul_sum, hp, hm]
        ring
  rw [Finset.sum_congr rfl fun j _ => hin j, Finset.sum_add_distrib, Finset.sum_sub_distrib,
    ← Finset.mul_sum, ← Finset.mul_sum, hp, hm, hv]
  ring

/-- For weights of sum one, the loss of overlap `1 - |z|²` is a sum over pairs of positions. -/
theorem one_sub_norm_sq (p x : ι → ℝ) (hp : ∑ j, p j = 1) (L : ℕ) :
    1 - ‖cellOverlap p x L‖ ^ 2
      = ∑ j, ∑ k, p j * p k * (2 * Real.sin (π * (x j - x k) / L) ^ 2) := by
  have hre : (cellOverlap p x L).re = ∑ j, p j * Real.cos (2 * π * x j / L) := by
    unfold cellOverlap
    rw [Complex.re_sum]
    refine Finset.sum_congr rfl fun j _ => ?_
    rw [Complex.re_ofReal_mul, Complex.exp_ofReal_mul_I_re]
  have him : (cellOverlap p x L).im = ∑ j, p j * Real.sin (2 * π * x j / L) := by
    unfold cellOverlap
    rw [Complex.im_sum]
    refine Finset.sum_congr rfl fun j _ => ?_
    rw [Complex.im_ofReal_mul, Complex.exp_ofReal_mul_I_im]
  have h1 : (1 : ℝ) = ∑ j, ∑ k, p j * p k := by
    rw [← Finset.sum_mul_sum, hp, one_mul]
  rw [Complex.sq_norm, Complex.normSq_apply, hre, him, Finset.sum_mul_sum,
    Finset.sum_mul_sum, h1]
  simp only [← Finset.sum_add_distrib, ← Finset.sum_sub_distrib]
  refine Finset.sum_congr rfl fun j _ => Finset.sum_congr rfl fun k _ => ?_
  have h : Real.cos (2 * π * x j / L) * Real.cos (2 * π * x k / L)
      + Real.sin (2 * π * x j / L) * Real.sin (2 * π * x k / L)
      = 1 - 2 * Real.sin (π * (x j - x k) / L) ^ 2 := by
    rw [← Real.cos_sub, show 2 * π * x j / L - 2 * π * x k / L
      = 2 * (π * (x j - x k) / L) by ring, Real.cos_two_mul, Real.cos_sq']
    ring
  linear_combination (-(p j * p k)) * h

/-- For weights of sum one, `L² (1 - |z(L)|²)` tends to `4π²` times the variance. -/
theorem tendsto_loss (p x : ι → ℝ) (hp : ∑ j, p j = 1) :
    Tendsto (fun L : ℕ => (L : ℝ) ^ 2 * (1 - ‖cellOverlap p x L‖ ^ 2)) atTop
      (𝓝 (4 * π ^ 2 * variance p x)) := by
  have hs : ∀ y : ℝ, Tendsto (fun L : ℕ => (L : ℝ) * Real.sin (π * y / L)) atTop
      (𝓝 (π * y)) := by
    intro y
    have h1 := ((Real.continuous_sinc.tendsto 0).comp
      (tendsto_const_div_atTop_nhds_zero_nat (π * y))).const_mul (π * y)
    rw [Real.sinc_zero, mul_one] at h1
    refine h1.congr' ?_
    filter_upwards [eventually_ne_atTop 0] with L hL
    have hL' : (L : ℝ) ≠ 0 := Nat.cast_ne_zero.mpr hL
    by_cases hy : y = 0
    · simp [hy]
    · have ht : π * y / L ≠ 0 := div_ne_zero (mul_ne_zero Real.pi_ne_zero hy) hL'
      simp only [Function.comp_apply]
      rw [Real.sinc_of_ne_zero ht]
      field_simp
  have h : Tendsto (fun L : ℕ => ∑ j, ∑ k, 2 * (p j * p k) *
      ((L : ℝ) * Real.sin (π * (x j - x k) / L)) ^ 2) atTop
      (𝓝 (∑ j, ∑ k, 2 * (p j * p k) * (π * (x j - x k)) ^ 2)) :=
    tendsto_finsetSum _ fun j _ => tendsto_finsetSum _ fun k _ =>
      ((hs (x j - x k)).pow 2).const_mul (2 * (p j * p k))
  have e : ∑ j, ∑ k, 2 * (p j * p k) * (π * (x j - x k)) ^ 2 = 4 * π ^ 2 * variance p x := by
    rw [show 4 * π ^ 2 * variance p x = 2 * π ^ 2 * (2 * variance p x) by ring,
      ← sum_pair_sq p x hp, Finset.mul_sum]
    refine Finset.sum_congr rfl fun j _ => ?_
    rw [Finset.mul_sum]
    exact Finset.sum_congr rfl fun k _ => by ring
  rw [e] at h
  refine h.congr fun L => ?_
  rw [one_sub_norm_sq p x hp, Finset.mul_sum]
  refine Finset.sum_congr rfl fun j _ => ?_
  rw [Finset.mul_sum]
  exact Finset.sum_congr rfl fun k _ => by ring

/-- For weights of sum one, `|z(L)|²` tends to one in a long supercell. -/
theorem tendsto_norm_sq (p x : ι → ℝ) (hp : ∑ j, p j = 1) :
    Tendsto (fun L : ℕ => ‖cellOverlap p x L‖ ^ 2) atTop (𝓝 1) := by
  have h := ((tendsto_loss p x hp).div_atTop ((tendsto_pow_atTop two_ne_zero).comp
    (tendsto_natCast_atTop_atTop (R := ℝ)))).const_sub 1
  rw [sub_zero] at h
  refine h.congr' ?_
  filter_upwards [eventually_ne_atTop 0] with L hL
  have hL' : (L : ℝ) ^ 2 ≠ 0 := pow_ne_zero 2 (Nat.cast_ne_zero.mpr hL)
  simp only [Function.comp_apply]
  rw [mul_div_cancel_left₀ _ hL']
  ring

/-- A power of a nonzero modulus, written through the logarithm of its square. -/
theorem pow_eq_exp_log {r : ℝ} (hr : 0 ≤ r) (h : 0 < r ^ 2) (n : ℕ) :
    r ^ n = Real.exp (n * Real.log (r ^ 2) / 2) := by
  have h0 : 0 < r := lt_of_le_of_ne hr (by rintro rfl; norm_num at h)
  rw [Real.log_pow, show (n : ℝ) * (((2 : ℕ) : ℝ) * Real.log r) / 2 = n * Real.log r by
    push_cast; ring, Real.exp_nat_mul, Real.exp_log h0]

/-- Scaling law: for weights of sum one, if the number `N` of independent cells grows so that
`N / L²` tends to `ρ`, then `|z|^N` tends to `exp(-2π² ρ v)`, with `v` the variance. -/
theorem tendsto_of_density (p x : ι → ℝ) (hp : ∑ j, p j = 1) (N : ℕ → ℕ) (ρ : ℝ)
    (hN : Tendsto (fun L : ℕ => (N L : ℝ) / (L : ℝ) ^ 2) atTop (𝓝 ρ)) :
    Tendsto (fun L : ℕ => ‖cellOverlap p x L‖ ^ N L) atTop
      (𝓝 (Real.exp (-(2 * π ^ 2 * ρ * variance p x)))) := by
  have hu : Tendsto (fun L : ℕ => (N L : ℝ) * (1 - ‖cellOverlap p x L‖ ^ 2)) atTop
      (𝓝 (ρ * (4 * π ^ 2 * variance p x))) := by
    refine (hN.mul (tendsto_loss p x hp)).congr' ?_
    filter_upwards [eventually_ne_atTop 0] with L hL
    have hL' : (L : ℝ) ≠ 0 := Nat.cast_ne_zero.mpr hL
    field_simp
  have hr := tendsto_norm_sq p x hp
  have hpos := hr.eventually (lt_mem_nhds zero_lt_one)
  have hlow := (hu.div hr one_ne_zero).neg
  rw [div_one] at hlow
  -- squeeze the logarithm between 1 - 1/r and r - 1
  have hlog : Tendsto (fun L : ℕ => (N L : ℝ) * Real.log (‖cellOverlap p x L‖ ^ 2)) atTop
      (𝓝 (-(ρ * (4 * π ^ 2 * variance p x)))) := by
    refine tendsto_of_tendsto_of_tendsto_of_le_of_le' hlow hu.neg ?_ ?_
    · filter_upwards [hpos] with L h
      have h1 := mul_le_mul_of_nonneg_left (Real.one_sub_inv_le_log_of_pos h)
        (Nat.cast_nonneg (α := ℝ) (N L))
      refine le_trans (le_of_eq ?_) h1
      change -((N L : ℝ) * (1 - ‖cellOverlap p x L‖ ^ 2) / ‖cellOverlap p x L‖ ^ 2) = _
      rw [div_eq_mul_inv]
      linear_combination (N L : ℝ) * mul_inv_cancel₀ h.ne'
    · filter_upwards [hpos] with L h
      have h1 := mul_le_mul_of_nonneg_left (Real.log_le_sub_one_of_pos h)
        (Nat.cast_nonneg (α := ℝ) (N L))
      linarith
  rw [show -(2 * π ^ 2 * ρ * variance p x) = -(ρ * (4 * π ^ 2 * variance p x)) / 2 by ring]
  refine ((Real.continuous_exp.tendsto _).comp (hlog.div_const 2)).congr' ?_
  filter_upwards [hpos] with L h
  exact (pow_eq_exp_log (norm_nonneg _) h (N L)).symm

/-- For weights of sum one and positive variance, `|z|^N` tends to zero as soon as the number
`N` of independent cells grows faster than `L²`. -/
theorem tendsto_zero_of_dense (p x : ι → ℝ) (hp : ∑ j, p j = 1) (hv : 0 < variance p x)
    (N : ℕ → ℕ) (hN : Tendsto (fun L : ℕ => (N L : ℝ) / (L : ℝ) ^ 2) atTop atTop) :
    Tendsto (fun L : ℕ => ‖cellOverlap p x L‖ ^ N L) atTop (𝓝 0) := by
  have hu : Tendsto (fun L : ℕ => (N L : ℝ) * (1 - ‖cellOverlap p x L‖ ^ 2)) atTop atTop := by
    refine (hN.atTop_mul_pos (by positivity) (tendsto_loss p x hp)).congr' ?_
    filter_upwards [eventually_ne_atTop 0] with L hL
    have hL' : (L : ℝ) ≠ 0 := Nat.cast_ne_zero.mpr hL
    field_simp
  have hexp := Real.tendsto_exp_atBot.comp
    (tendsto_neg_atTop_atBot.comp (hu.atTop_div_const (zero_lt_two)))
  refine squeeze_zero' (Eventually.of_forall fun L => by positivity) ?_ hexp
  filter_upwards [(tendsto_norm_sq p x hp).eventually (lt_mem_nhds zero_lt_one)] with L h
  rw [pow_eq_exp_log (norm_nonneg _) h]
  refine Real.exp_le_exp.mpr ?_
  have h1 := mul_le_mul_of_nonneg_left (Real.log_le_sub_one_of_pos h)
    (Nat.cast_nonneg (α := ℝ) (N L))
  simp only [Function.comp_apply]
  linarith

/-- For weights of sum one and positive variance `v`, the modulus of the many-body overlap of
`L^d` independent cells tends to `1` for `d = 1`, to `exp(-2π² v)` for `d = 2`, and to `0` for
every `d ≥ 3`. -/
theorem manyBodyOverlap_limits (p x : ι → ℝ) (hp : ∑ j, p j = 1) (hv : 0 < variance p x)
    (a : ∀ d L : ℕ, (Fin d → Fin L) → ℝ) :
    Tendsto (fun L : ℕ => ‖manyBodyOverlap p x 1 L (a 1 L)‖) atTop (𝓝 1) ∧
    Tendsto (fun L : ℕ => ‖manyBodyOverlap p x 2 L (a 2 L)‖) atTop
      (𝓝 (Real.exp (-(2 * π ^ 2 * variance p x)))) ∧
    ∀ d, 3 ≤ d → Tendsto (fun L : ℕ => ‖manyBodyOverlap p x d L (a d L)‖) atTop (𝓝 0) := by
  simp only [norm_manyBodyOverlap]
  refine ⟨?_, ?_, fun d hd => ?_⟩
  · have h := tendsto_of_density p x hp (fun L => L ^ 1) 0 (by
      refine (tendsto_const_div_atTop_nhds_zero_nat (1 : ℝ)).congr' ?_
      filter_upwards [eventually_ne_atTop 0] with L hL
      have hL' : (L : ℝ) ≠ 0 := Nat.cast_ne_zero.mpr hL
      push_cast
      field_simp)
    rwa [show -(2 * π ^ 2 * 0 * variance p x) = 0 by ring, Real.exp_zero] at h
  · have h := tendsto_of_density p x hp (fun L => L ^ 2) 1 (by
      refine (tendsto_const_nhds (x := (1 : ℝ))).congr' ?_
      filter_upwards [eventually_ne_atTop 0] with L hL
      have hL' : (L : ℝ) ^ 2 ≠ 0 := pow_ne_zero 2 (Nat.cast_ne_zero.mpr hL)
      push_cast
      exact (div_self hL').symm)
    rwa [mul_one] at h
  · refine tendsto_zero_of_dense p x hp hv (fun L => L ^ d) ?_
    refine tendsto_atTop_mono' atTop ?_ (tendsto_natCast_atTop_atTop (R := ℝ))
    filter_upwards [eventually_ge_atTop 1] with L hL
    have hL' : (1 : ℝ) ≤ L := by exact_mod_cast hL
    rw [le_div_iff₀ (by positivity)]
    push_cast
    calc (L : ℝ) * (L : ℝ) ^ 2 = (L : ℝ) ^ 3 := by ring
      _ ≤ (L : ℝ) ^ d := pow_le_pow_right₀ hL' hd

/-- For probabilities and `d ≥ 3`, the many-body overlap vanishes in the limit of large
supercells exactly when the variance in a cell is positive. -/
theorem tendsto_zero_iff (p x : ι → ℝ) (hp : ∑ j, p j = 1) (h0 : ∀ j, 0 ≤ p j)
    (a : ∀ d L : ℕ, (Fin d → Fin L) → ℝ) (d : ℕ) (hd : 3 ≤ d) :
    Tendsto (fun L : ℕ => ‖manyBodyOverlap p x d L (a d L)‖) atTop (𝓝 0)
      ↔ 0 < variance p x := by
  refine ⟨fun h => ?_, fun hv => (manyBodyOverlap_limits p x hp hv a).2.2 d hd⟩
  by_contra hc
  have hn : ∀ j ∈ Finset.univ, 0 ≤ p j * (x j - mean p x) ^ 2 :=
    fun j _ => mul_nonneg (h0 j) (sq_nonneg _)
  have hz : ∑ j, p j * (x j - mean p x) ^ 2 = 0 :=
    le_antisymm (not_lt.mp hc) (Finset.sum_nonneg hn)
  -- without variance all the weight sits at the mean, and z is a pure phase
  have h1 : ∀ L : ℕ, ‖cellOverlap p x L‖ = 1 := by
    intro L
    have e : cellOverlap p x L = ∑ j, (p j : ℂ) *
        Complex.exp (((2 * π * mean p x / L : ℝ) : ℂ) * Complex.I) := by
      refine Finset.sum_congr rfl fun j hj => ?_
      rcases mul_eq_zero.mp ((Finset.sum_eq_zero_iff_of_nonneg hn).mp hz j hj) with hj0 | hj0
      · rw [hj0, Complex.ofReal_zero, zero_mul, zero_mul]
      · rw [sub_eq_zero.mp (pow_eq_zero_iff two_ne_zero |>.mp hj0)]
    rw [e, ← Finset.sum_mul, ← Complex.ofReal_sum, hp, Complex.ofReal_one, one_mul,
      Complex.norm_exp_ofReal_mul_I]
  simp only [norm_manyBodyOverlap, h1, one_pow] at h
  exact zero_ne_one (tendsto_nhds_unique h tendsto_const_nhds)

end

end SinglePointPolarization
```

```lean
#print axioms SinglePointPolarization.tendsto_zero_iff
```

```
'SinglePointPolarization.tendsto_zero_iff' depends on axioms: [propext, Classical.choice, Quot.sound]
```

## Three limits and a criterion

The finite type `ι` labels the possible positions in a cell: the electron sits at `x j` with weight `p j`. The definitions `mean` and `variance` are the usual \(m=\sum_j p_jx_j\) and \(v=\sum_j p_j(x_j-m)^2\), and `cellOverlap` is

\[
z(L)=\sum_j p_j\,e^{2\pi i x_j/L}.
\]

The theorem `manyBodyOverlap_limits` assumes that the weights sum to one (`hp`) and that \(v>0\) (`hv`). It gives the three limits as the integer \(L\) grows, the last one for every \(d\ge 3\). Non-negative weights are not required there. They enter as `h0` in `tendsto_zero_iff`, which says that for probabilities and \(d\ge3\) the modulus tends to zero exactly when \(v>0\).

## Independent electrons in a supercell

A cell is labelled by `R : Fin d → Fin L`, so there are \(L^d\) of them. A configuration `c` chooses a position label for each cell, and `manyBodyOverlap` sums over all configurations, with the product of the weights and the phase of the total position \(X=\sum_R (a_R+x_{c(R)})\). The cell origins \(a_R\) are arbitrary real numbers, which includes the actual lattice coordinates along the chosen axis. Lengths are in units of the lattice constant, so \(v\) is dimensionless.

Only the position distribution matters, because \(e^{2\pi iX/L}\) is diagonal in position. The product weights stand for electrons without correlation between cells; interactions, exchange and hopping between cells are left out, and the positions form a finite set.

If the overlap is estimated by averaging \(e^{2\pi iX/L}\) directly over sampled configurations, the result means that for \(d\ge3\) and \(v>0\) one averages numbers of modulus one whose mean shrinks to zero, so a fixed number of independent samples no longer resolves the phase in large supercells. At finite \(L\) the phase is still well defined whenever \(z(L)\ne0\).

## From configurations to a power of \(z(L)\)

The exponential of a sum is a product, so the configuration sum factorises:

\[
\sum_c\prod_R p_{c(R)}e^{2\pi i(a_R+x_{c(R)})/L}
=\prod_R\Big(e^{2\pi i a_R/L}\,z(L)\Big).
\]

The origins contribute only phases, and the modulus is \(|z(L)|^{L^d}\). This is `norm_manyBodyOverlap`, where `Finset.prod_univ_sum` exchanges the product and the sum.

## The loss of overlap in one cell

Since \(\sum_{j,k}p_jp_k=1\) and \(|z|^2=\sum_{j,k}p_jp_k\cos(2\pi(x_j-x_k)/L)\), the identity \(1-\cos2\theta=2\sin^2\theta\) gives

\[
1-|z(L)|^2=2\sum_{j,k}p_jp_k\sin^2\frac{\pi(x_j-x_k)}{L}.
\]

This is `one_sub_norm_sq`, obtained from the real and imaginary parts of \(z\). For fixed \(y\), \(L\sin(\pi y/L)\to\pi y\), which `tendsto_loss` takes from the continuity of `sinc` at zero. Expanding the square gives

\[
\sum_{j,k}p_jp_k(x_j-x_k)^2=2\Big(\sum_jp_jx_j^2-m^2\Big)=2v,
\]

which is `sum_pair_sq`. Hence

\[
L^2\big(1-|z(L)|^2\big)\to 2\pi^2\cdot 2v=4\pi^2v .
\]

Dividing by \(L^2\) shows that \(|z(L)|^2\to1\) (`tendsto_norm_sq`).

## Cells counted against \(L^2\)

Let \(N(L)\) be the number of cells and \(r=|z(L)|^2\), which is positive for large \(L\). Then \(|z|^N=e^{N\ln r/2}\) (`pow_eq_exp_log`), and the bounds \(1-1/r\le\ln r\le r-1\) give

\[
-\frac{N(1-r)}{r}\le N\ln r\le -N(1-r).
\]

If \(N/L^2\to\rho\), then \(N(1-r)=(N/L^2)\,L^2(1-r)\to4\pi^2\rho v\). Both bounds tend to \(-4\pi^2\rho v\), so \(|z|^N\to e^{-2\pi^2\rho v}\). This squeeze is `tendsto_of_density`.

If instead \(N/L^2\to\infty\) and \(v>0\), then \(N(1-r)\to\infty\), and the upper bound alone suffices: \(|z|^N\le e^{-N(1-r)/2}\to0\). This is `tendsto_zero_of_dense`.

For \(N=L^d\) the ratio \(N/L^2\) is \(1/L\) when \(d=1\), so \(\rho=0\) and the limit is \(1\). It is \(1\) when \(d=2\), so the limit is \(e^{-2\pi^2v}\). For \(d\ge3\) it is at least \(L\), and the limit is \(0\).

For the converse in `tendsto_zero_iff`, suppose that \(v\) is not positive. With \(p_j\ge0\), every term of the variance is non-negative, so every term vanishes: each \(j\) has \(p_j=0\) or \(x_j=m\). Then \(z(L)=e^{2\pi i m/L}\), the many-body modulus is \(1\) for every \(L\), and it cannot tend to zero.

## Weights that do not sum to one

Without `hp`, all three limits can fail, even for positive weights and positive variance. Put weight \(1\) at each of \(x=-1\) and \(x=1\). The definitions give \(m=0\) and \(v=2\), but \(z(L)=2\cos(2\pi/L)\to2\), so \(|z(L)|^{L^d}\) diverges for every \(d\ge1\).
